# Two finite sets of sites are equivalent under a symmetry group exactly when every subgroup fixes equally many sites in each

Let a group $G$ act on finite sets $X$ and $Y$. There is a bijection $e:X\to Y$ with $e(gx)=g\,e(x)$ for all $g\in G$ and $x\in X$ if and only if each subgroup $H\le G$ fixes as many points of $X$ as of $Y$. A point counts as fixed by $H$ when every element of $H$ leaves it in place.

The physical problem is to decide whether two sets of sites, such as the atoms of two molecules with the same point group in the same orientation, are permuted in the same way up to relabelling. In a non-interacting model with one s orbital per site, such a relabelling is a permutation matrix that identifies the two symmetry representations, but it says nothing about energies or couplings.

## One group of invertible operations acts on both sets

Each symmetry operation permutes the sites, and successive operations compose as in $G$. In Lean this is `Group G` with `MulAction G X` and `MulAction G Y`, and `g • x` is the image of site $x$ under $g$. The action is given data: that the operations of a real molecule permute its nuclei in this way has to be read off from its geometry. For two molecules it also has to be settled which operation of one corresponds to which operation of the other. Two water molecules with a common twofold axis $z$, one in the $xz$ plane and one in the $yz$ plane, both have the point group $C_{2v}$, but the reflection in the $xz$ plane fixes three atoms of the first and only one of the second.

```lean
import Mathlib

open MulAction

namespace TableOfMarks

variable {G X Y : Type*} [Group G] [MulAction G X] [MulAction G Y]
```

For a set $S$ of sites, write $m_H(S)$ for the number of sites in $S$ fixed by all of $H$. This is `mark H S`. Textbook tables list marks of whole orbits, whereas here $S$ may be any subset.

```lean
/-- The mark of a subgroup `H` on a set `S` of sites: the number of sites in `S` that every
element of `H` leaves in place (for finite `S`). -/
noncomputable def mark (H : Subgroup G) (S : Set X) : ℕ :=
  Set.ncard {x | x ∈ S ∧ ∀ h ∈ H, h • x = x}
```

A set is invariant if every operation maps it into itself.

```lean
/-- A set of sites is invariant if every symmetry operation maps it into itself. -/
def IsInvariant (G : Type*) {X : Type*} [Group G] [MulAction G X] (S : Set X) : Prop :=
  ∀ g : G, ∀ z ∈ S, g • z ∈ S
```

Invertibility enters through the stabilizer $G_x=\{g\in G: gx=x\}$. For $g,k\in G$,
$$gx=kx\iff k^{-1}g\in G_x .$$
If $x\in X$ and $y\in Y$ satisfy $G_x=G_y$, then $gx=kx$ holds exactly when $gy=ky$ does.

```lean
/-- If two sites have the same stabilizer, two operations send the first site to a common
image exactly when they do so for the second. -/
theorem smul_eq_iff {x : X} {y : Y} (hst : stabilizer G x = stabilizer G y) (g k : G) :
    g • x = k • x ↔ g • y = k • y := by
  have hx : k⁻¹ * g ∈ stabilizer G x ↔ g • x = k • x := by
    rw [mem_stabilizer_iff, mul_smul, inv_smul_eq_iff]
  have hy : k⁻¹ * g ∈ stabilizer G y ↔ g • y = k • y := by
    rw [mem_stabilizer_iff, mul_smul, inv_smul_eq_iff]
  rw [← hx, ← hy, hst]
```

The rule $\varphi(gx)=gy$ is therefore well defined and injective, and it maps the orbit $Gx$ onto the orbit $Gy$. The Lean map is defined on all of $X$: on the orbit it chooses some $g$ that reaches the given site, and elsewhere it takes the value $y$.

```lean
/-- If two sites have the same stabilizer, some map carries each image `g • x` of the first
to the corresponding image `g • y` of the second. -/
theorem exists_orbit_map {x : X} {y : Y} (hst : stabilizer G x = stabilizer G y) :
    ∃ φ : X → Y, ∀ g : G, φ (g • x) = g • y := by
  classical
  refine ⟨fun z => if hz : ∃ g : G, g • x = z then hz.choose • y else y, fun g => ?_⟩
  have hz : ∃ k : G, k • x = g • x := ⟨g, rfl⟩
  dsimp only
  rw [dif_pos hz]
  exact (smul_eq_iff hst _ _).1 hz.choose_spec
```

An operation $h$ fixes $gx$ when $(hg)x=gx$. This is equivalent to $(hg)y=gy$, so $h$ fixes $gx$ exactly when it fixes $gy$. Hence $m_H(Gx)=m_H(Gy)$ for every $H$. The three goals left by `Set.ncard_congr` say that $\varphi$ sends fixed sites to fixed sites, is injective on them and reaches all of them. Each follows from `smul_eq_iff`.

```lean
/-- The orbits of two sites with the same stabilizer have the same marks. -/
theorem mark_orbit_eq {x : X} {y : Y} (hst : stabilizer G x = stabilizer G y)
    (H : Subgroup G) : mark H (orbit G x) = mark H (orbit G y) := by
  obtain ⟨φ, hφ⟩ := exists_orbit_map hst
  refine Set.ncard_congr (fun z _ => φ z) ?_ ?_ ?_
  · rintro _ ⟨⟨g, rfl⟩, hz⟩
    refine ⟨⟨g, (hφ g).symm⟩, fun h hh => ?_⟩
    change h • φ (g • x) = φ (g • x)
    rw [hφ, ← mul_smul]
    exact (smul_eq_iff hst (h * g) g).1 (by rw [mul_smul]; exact hz h hh)
  · rintro _ _ ⟨⟨g, rfl⟩, _⟩ ⟨⟨k, rfl⟩, _⟩ he
    change φ (g • x) = φ (k • x) at he
    rw [hφ, hφ] at he
    exact (smul_eq_iff hst g k).2 he
  · rintro _ ⟨⟨g, rfl⟩, hz⟩
    refine ⟨g • x, ⟨⟨g, rfl⟩, fun h hh => ?_⟩, hφ g⟩
    rw [← mul_smul]
    exact (smul_eq_iff hst (h * g) g).2 (by rw [mul_smul]; exact hz h hh)
```

Without invertibility the criterion fails. Let the operations be the iterates of a single map on $\{0,1,2\}$. Compare the map that sends every point to $0$ with the map $2\mapsto1\mapsto0\mapsto0$. In both cases every positive iterate fixes only $0$, so all fixed-point counts agree, yet no relabelling turns one map into the other.

## Both sets of sites are finite

This is `[Finite X] [Finite Y]`. The group may be infinite: a space group acting on the atoms of a crystal, counted modulo lattice translations, is an example.

Finiteness is used first to subtract marks. If $T\subseteq S$, the fixed sites of $S\setminus T$ are those of $S$ with those of $T$ removed, so
$$m_H(S\setminus T)+m_H(T)=m_H(S).$$

```lean
/-- Marks are additive: on a finite set of sites, removing a subset `T` of `S` lowers the
mark of `S` by the mark of `T`. -/
theorem mark_diff_add [Finite X] (H : Subgroup G) {S T : Set X} (h : T ⊆ S) :
    mark H (S \ T) + mark H T = mark H S := by
  have e : {x | x ∈ S \ T ∧ ∀ h ∈ H, h • x = x} =
      {x | x ∈ S ∧ ∀ h ∈ H, h • x = x} \ {x | x ∈ T ∧ ∀ h ∈ H, h • x = x} := by
    ext z
    exact ⟨fun hz => ⟨⟨hz.1.1, hz.2⟩, fun hT => hz.1.2 hT.1⟩,
      fun hz => ⟨⟨hz.1.1, fun hT => hz.2 ⟨hT, hz.1.2⟩⟩, hz.1.2⟩⟩
  unfold mark
  rw [e]
  exact Set.ncard_sdiff_add_ncard_of_subset (fun z hz => ⟨h hz.1, hz.2⟩)
```

It also provides a site with maximal stabilizer, makes the removal of orbits come to an end, and turns an injection between sets of equal size into a bijection.

With both sets infinite the criterion fails, even if marks are read as cardinal numbers. Let a group of order two act on countably many fixed sites, and compare this with the same set enlarged by one pair of exchanged sites. Both subgroups have countably infinite marks on both sets, but only one set contains an exchanged pair.

## Every subgroup fixes equally many sites

Physically, $m_H$ counts the sites that no operation in $H$ moves. In a molecule, a rotation fixes the sites on its axis and a reflection those in its mirror plane, whereas an improper rotation such as $S_4$ fixes at most a site at the centre, not the other sites on its axis. The hypothesis is $m_H(X)=m_H(Y)$ for all $H$, and the derivation carries it along for smaller and smaller invariant subsets $S\subseteq X$ and $T\subseteq Y$.

Its first use is a transfer. If $H\le G_z$ for some $z\in S$, then $m_H(S)\ge1$. So $m_H(T)\ge1$, and some $w\in T$ has $H\le G_w$.

```lean
/-- If `H` has equal marks on `S` and `T` and fixes a site of `S`, where `S` lies in a finite
set, then `H` fixes a site of `T`. -/
theorem exists_fixed [Finite X] {H : Subgroup G} {S : Set X} {T : Set Y}
    (e : mark H S = mark H T) {z : X} (hz : z ∈ S) (hH : H ≤ stabilizer G z) :
    ∃ w ∈ T, H ≤ stabilizer G w := by
  have hp : 0 < mark H S :=
    (Set.ncard_pos (Set.toFinite _)).2 ⟨z, hz, fun h hh => mem_stabilizer_iff.1 (hH hh)⟩
  rw [e] at hp
  unfold mark at hp
  obtain ⟨w, hw, hf⟩ := Set.nonempty_of_ncard_ne_zero hp.ne'
  exact ⟨w, hw, fun h hh => mem_stabilizer_iff.2 (hf h hh)⟩
```

If $S$ is empty, there is nothing to map. Otherwise choose $x\in S$ whose stabilizer is maximal under inclusion among those of sites in $S$.

1. The transfer with $H=G_x$ gives $y\in T$ with $G_x\le G_y$.
2. The transfer back with $H=G_y$ gives $x'\in S$ with $G_y\le G_{x'}$.
3. Now $G_x\le G_y\le G_{x'}$, and maximality gives $G_{x'}\le G_x$. Hence $G_x=G_y$.

Set $S'=S\setminus Gx$ and $T'=T\setminus Gy$. Both are invariant: if $gz=kx$, then $z=g^{-1}kx$ was already in the orbit.

```lean
/-- An invariant set of sites stays invariant when a whole orbit is removed. -/
theorem invariant_diff_orbit {S : Set X} (hS : IsInvariant G S) (x : X) :
    IsInvariant G (S \ orbit G x) := by
  rintro g z ⟨hz, hzo⟩
  refine ⟨hS g z hz, ?_⟩
  rintro ⟨k, hk⟩
  change k • x = g • z at hk
  exact hzo ⟨g⁻¹ * k, by change (g⁻¹ * k) • x = z; rw [mul_smul, hk, inv_smul_smul]⟩
```

The marks still agree, since
$$m_H(S')=m_H(S)-m_H(Gx)=m_H(T)-m_H(Gy)=m_H(T').$$
As $S'$ has fewer sites than $S$, induction gives an injective map $f:S'\to T'$ that commutes with $G$. Define $F(gx)=gy$ on the orbit and $F=f$ on $S'$. The two images lie in the disjoint sets $Gy$ and $T'$, so $F$ is injective. Both parts of $S$ are invariant, so $F$ commutes with $G$.

The Lean proof is a strong induction on the number `n` of sites in `S`. The equality of stabilizers is `hst`, and `omega` does the subtraction of marks. The statement `split` says that a site of `S` is either in the orbit or in the rest, and the last three blocks use it to check that `F` lands in `T`, is injective on `S` and respects the action. `Nonempty Y` is there because `f` must have a value on all of `X`, even when `S` is empty.

```lean
/-- Let `S` and `T` be invariant subsets of finite sets of sites, the second set nonempty.
If all marks of `S` and `T` agree, some map embeds `S` in `T` and respects the symmetry. -/
theorem exists_embedding [Finite X] [Finite Y] [Nonempty Y] :
    ∀ (n : ℕ) (S : Set X) (T : Set Y), S.ncard = n → IsInvariant G S → IsInvariant G T →
      (∀ H : Subgroup G, mark H S = mark H T) →
      ∃ f : X → Y, Set.MapsTo f S T ∧ Set.InjOn f S ∧
        ∀ g : G, ∀ z ∈ S, f (g • z) = g • f z := by
  classical
  intro n
  induction n using Nat.strong_induction_on with
  | _ n ih =>
  intro S T hn hS hT hm
  rcases S.eq_empty_or_nonempty with rfl | hne
  · exact ⟨fun _ => Classical.arbitrary Y, by simp [Set.MapsTo], by simp, by simp⟩
  -- a site with maximal stabilizer has a partner with the same stabilizer
  obtain ⟨x, hx, hmax⟩ := Set.Finite.exists_maximalFor (stabilizer G) S (Set.toFinite S) hne
  obtain ⟨y, hy, hxy⟩ := exists_fixed (hm (stabilizer G x)) hx le_rfl
  obtain ⟨x', hx', hyx⟩ := exists_fixed (hm (stabilizer G y)).symm hy le_rfl
  have hst : stabilizer G x = stabilizer G y :=
    le_antisymm hxy (hyx.trans (hmax hx' (hxy.trans hyx)))
  have hxS : orbit G x ⊆ S := by
    rintro _ ⟨g, rfl⟩
    exact hS g x hx
  have hyT : orbit G y ⊆ T := by
    rintro _ ⟨g, rfl⟩
    exact hT g y hy
  -- remove both orbits and use the induction hypothesis
  have hlt : (S \ orbit G x).ncard < n := by
    rw [← hn]
    exact Set.ncard_lt_ncard
      ⟨Set.sdiff_subset, fun h => (h hx).2 (mem_orbit_self x)⟩ (Set.toFinite S)
  obtain ⟨f, hf, hinj, heq⟩ := ih _ hlt (S \ orbit G x) (T \ orbit G y) rfl
    (invariant_diff_orbit hS x) (invariant_diff_orbit hT y) (fun H => by
      have a := mark_diff_add H hxS
      have b := mark_diff_add H hyT
      have c := mark_orbit_eq hst H
      have d := hm H
      omega)
  obtain ⟨φ, hφ⟩ := exists_orbit_map hst
  -- glue the map on the orbit to the map on the rest
  obtain ⟨F, hF1, hF2⟩ : ∃ F : X → Y, (∀ g : G, F (g • x) = g • y) ∧
      ∀ z ∈ S \ orbit G x, F z = f z :=
    ⟨fun z => if z ∈ orbit G x then φ z else f z,
      fun g => (if_pos (mem_orbit x g)).trans (hφ g), fun z hz => if_neg hz.2⟩
  have split : ∀ z ∈ S, (∃ g : G, z = g • x) ∨ z ∈ S \ orbit G x := by
    intro z hz
    by_cases h : z ∈ orbit G x
    · obtain ⟨g, hg⟩ := h
      exact Or.inl ⟨g, hg.symm⟩
    · exact Or.inr ⟨hz, h⟩
  refine ⟨F, ?_, ?_, ?_⟩
  · intro z hz
    rcases split z hz with ⟨g, rfl⟩ | h
    · rw [hF1]
      exact hT g y hy
    · rw [hF2 z h]
      exact (hf h).1
  · intro z hz w hw he
    rcases split z hz with ⟨g, rfl⟩ | h <;> rcases split w hw with ⟨k, rfl⟩ | h'
    · rw [hF1, hF1] at he
      exact (smul_eq_iff hst g k).2 he
    · rw [hF1, hF2 w h'] at he
      exact absurd ⟨g, he⟩ (hf h').2
    · rw [hF1, hF2 z h] at he
      exact absurd ⟨k, he.symm⟩ (hf h).2
    · rw [hF2 z h, hF2 w h'] at he
      exact hinj h h' he
  · intro g z hz
    rcases split z hz with ⟨k, rfl⟩ | h
    · rw [← mul_smul, hF1, hF1, mul_smul]
    · rw [hF2 z h, hF2 _ (invariant_diff_orbit hS x g z h), heq g z h]
```

The hypothesis is used once more for the trivial subgroup, which fixes everything: $m_{\{1\}}(X)=|X|$, and therefore $|X|=|Y|$.

```lean
/-- The mark of the trivial subgroup on a finite set of sites is the number of sites. -/
theorem mark_bot : mark (⊥ : Subgroup G) (Set.univ : Set X) = Nat.card X := by
  have e : {x : X | x ∈ Set.univ ∧ ∀ h ∈ (⊥ : Subgroup G), h • x = x} = Set.univ := by
    ext z
    simp [Subgroup.mem_bot]
  unfold mark
  rw [e, Set.ncard_univ]
```

Equality for cyclic subgroups alone is too weak. Let the rotation group $D_2$, with its three twofold axes, act on the six vertices of an octahedron that lie on these axes. Compare this with a set made of one orbit of four sites and two sites fixed by all of $D_2$. The identity fixes six sites in both sets and each twofold rotation fixes two, so s orbitals on either set span $3A+B_1+B_2+B_3$. But $D_2$ as a whole fixes no vertex of the octahedron and two sites of the other set. The characters agree, and still the sites cannot be matched. The second set cannot be a molecule, since $D_2$ fixes only one point in space. Both sets do occur in crystals of space group $P222$ with sites counted modulo lattice translations, where the corner and the body centre of the cell are both fixed by all of $D_2$.

## From equal marks to a matching, and back

Taking $S=X$ and $T=Y$ gives an injection $X\to Y$ that commutes with $G$. Since $|X|=|Y|$, it is a bijection. If $Y$ is empty, so is $X$, and the empty map serves; Lean treats this case separately.

Conversely, let $e$ be a bijection that commutes with $G$. If $hx=x$, then $h\,e(x)=e(hx)=e(x)$. If $hw=w$ for $w\in Y$, then $e(h\,e^{-1}(w))=hw=w=e(e^{-1}(w))$, so $h$ fixes $e^{-1}(w)$. Thus $e$ matches the fixed sites of every $H$.

In the statement below, `X ≃ Y` is the type of bijections, the condition on `e` is compatibility with the symmetry, and `Set.univ` is the whole set of sites. The theorem compares two given sets directly; it neither builds the table of marks of $G$ nor computes how often each type of orbit occurs.

```lean
/-- Burnside's table-of-marks theorem: two finite sets of sites with an action of the same
group are related by a symmetry-respecting bijection if and only if every subgroup fixes
equally many sites in both. -/
theorem burnside_table_of_marks [Finite X] [Finite Y] :
    (∃ e : X ≃ Y, ∀ (g : G) (x : X), e (g • x) = g • e x) ↔
      ∀ H : Subgroup G, mark H (Set.univ : Set X) = mark H (Set.univ : Set Y) := by
  constructor
  · rintro ⟨e, he⟩ H
    refine Set.ncard_congr (fun z _ => e z) ?_ ?_ ?_
    · exact fun z hz => ⟨trivial, fun h hh => by rw [← he, hz.2 h hh]⟩
    · exact fun z w _ _ h => e.injective h
    · intro w hw
      refine ⟨e.symm w, ⟨trivial, fun h hh => e.injective ?_⟩, e.apply_symm_apply w⟩
      rw [he, e.apply_symm_apply, hw.2 h hh]
  · intro hm
    have hc : Nat.card X = Nat.card Y := by
      rw [← mark_bot (G := G) (X := X), ← mark_bot (G := G) (X := Y), hm]
    rcases isEmpty_or_nonempty Y with hY | hY
    · have hX : IsEmpty X := Finite.card_eq_zero_iff.1 (by rw [hc]; exact Nat.card_of_isEmpty)
      exact ⟨Equiv.equivOfIsEmpty X Y, fun _ x => isEmptyElim x⟩
    · obtain ⟨f, _, hinj, heq⟩ := exists_embedding (G := G) _ (Set.univ : Set X)
        (Set.univ : Set Y) rfl (fun _ _ _ => trivial) (fun _ _ _ => trivial) hm
      have hb : Function.Bijective f := (Nat.bijective_iff_injective_and_card f).2
        ⟨fun a b h => hinj trivial trivial h, hc⟩
      exact ⟨Equiv.ofBijective f hb, fun g x => heq g x trivial⟩

end TableOfMarks
```

```lean
#print axioms TableOfMarks.burnside_table_of_marks
-- 'TableOfMarks.burnside_table_of_marks' depends on axioms: [propext, Classical.choice, Quot.sound]
```

## Fewer subgroups suffice

The same argument, though not formalised here, gives a shorter test: it is enough to compare marks for those subgroups that are stabilizers of a site in $X$ or $Y$. The induction transfers only such subgroups, so it still produces an injection $X\to Y$. Exchanging the roles of the sets gives one from $Y$ to $X$, and for finite sets both are then bijections.
